# No point of the diamond structure is a common centre for all 48 cubic operations

Lengths are in units of the cubic cell edge, and coordinates carry the indices 0, 1, 2. The fcc lattice $L$ consists of the vectors $n/2$ with $n$ an integer vector of even coordinate sum. With $d=(1/4,1/4,1/4)$, the vector from an atom to a nearest neighbour, the atoms of diamond sit on $L\cup(L+d)$.

A cube has 48 symmetry operations $R$ about its centre: rotations, reflections, inversion and rotoreflections. The question is whether each maps diamond to itself, and whether one origin serves for all of them. Each does so with a suitable translation, but no single origin works.

```lean
import Mathlib

open Matrix

namespace DiamondNonsymmorphic

noncomputable section
```

In Lean, $L$ is the additive subgroup `fcc` of real 3-vectors, and $d$ is `bond`.

```lean
/-- The fcc lattice with cubic edge 1: the vectors `n / 2` with `n` an integer vector of even
coordinate sum. -/
def fcc : AddSubgroup (Fin 3 → ℝ) where
  carrier := {x | ∃ n : Fin 3 → ℤ, Even (∑ i, n i) ∧ ∀ i, x i = (n i : ℝ) / 2}
  zero_mem' := ⟨0, by simp, by simp⟩
  add_mem' := by
    rintro x y ⟨n, hn, hx⟩ ⟨m, hm, hy⟩
    refine ⟨fun i => n i + m i, ?_, fun i => ?_⟩
    · rw [Finset.sum_add_distrib]
      exact hn.add hm
    · simp only [Pi.add_apply, hx, hy, Int.cast_add]
      ring
  neg_mem' := by
    rintro x ⟨n, hn, hx⟩
    refine ⟨fun i => -n i, ?_, fun i => ?_⟩
    · rw [Finset.sum_neg_distrib]
      exact hn.neg
    · simp only [Pi.neg_apply, hx, Int.cast_neg]
      ring

/-- The vector (1/4, 1/4, 1/4) from an atom to a nearest neighbour. -/
def bond : Fin 3 → ℝ := fun _ => 1 / 4
```

## Identical atoms on both sublattices

The set `diamond` records positions only, so both sublattices carry the same element. The step from here to a real crystal is to read the sites as mean atomic positions in an ideal, infinite crystal.

```lean
/-- The atomic sites of diamond: the fcc lattice and its copy shifted by `bond`. -/
def diamond : Set (Fin 3 → ℝ) := {x | x ∈ fcc ∨ x - bond ∈ fcc}
```

If the sublattices carried different elements, as in zinc blende, operations that exchange them would be lost. By the results below, the 24 matrices that remain all act about an atom, and the obstruction disappears.

## The matrices are signed permutations

The 48 operations permute the three coordinates and change signs: $(Rx)_i=s_i\,x_{\sigma(i)}$, with $3!\cdot 2^3=48$ choices of $\sigma$ and $s$. This is `signedPerm σ s`. A map $g$ satisfies `IsSymmetry` when $x$ is a site exactly if $g(x)$ is.

```lean
/-- The signed permutation matrix whose row `i` has the sign `s i` in column `σ i`. -/
def signedPerm (σ : Equiv.Perm (Fin 3)) (s : Fin 3 → ℤˣ) : Matrix (Fin 3) (Fin 3) ℝ :=
  Matrix.of fun i j => if σ i = j then ((s i : ℤ) : ℝ) else 0

/-- A map of space is a symmetry of diamond when a point is an atomic site exactly if its
image is one. -/
def IsSymmetry (g : (Fin 3 → ℝ) → (Fin 3 → ℝ)) : Prop :=
  ∀ x, g x ∈ diamond ↔ x ∈ diamond

variable {σ : Equiv.Perm (Fin 3)} {s : Fin 3 → ℤˣ}

/-- A signed permutation matrix permutes the coordinates of a vector and changes their signs. -/
theorem signedPerm_mulVec (σ : Equiv.Perm (Fin 3)) (s : Fin 3 → ℤˣ) (x : Fin 3 → ℝ)
    (i : Fin 3) : (signedPerm σ s *ᵥ x) i = ((s i : ℤ) : ℝ) * x (σ i) := by
  simp [signedPerm, Matrix.mulVec, dotProduct, ite_mul]
```

The signed-permutation form is used twice. First, $R$ preserves $L$: if $x=n/2$, then $Rx=m/2$ with $m_i=s_i n_{\sigma(i)}$. Sign changes and reordering keep the parity of the coordinate sum, so $Rx\in L$. The inverse of $R$ is again a signed permutation, which gives the converse. Lean splits into the eight sign choices and leaves the parity to `omega`.

```lean
/-- Every signed permutation matrix is a symmetry of the fcc lattice. -/
theorem signedPerm_mem_fcc (σ : Equiv.Perm (Fin 3)) (s : Fin 3 → ℤˣ) (x : Fin 3 → ℝ) :
    signedPerm σ s *ᵥ x ∈ fcc ↔ x ∈ fcc := by
  have key : ∀ (σ : Equiv.Perm (Fin 3)) (s : Fin 3 → ℤˣ) (x : Fin 3 → ℝ),
      x ∈ fcc → signedPerm σ s *ᵥ x ∈ fcc := by
    rintro σ s x ⟨n, hn, hx⟩
    refine ⟨fun i => (s i : ℤ) * n (σ i), ?_, fun i => ?_⟩
    · -- sign changes and permutations keep the parity of the coordinate sum
      have h := Equiv.sum_comp σ n
      simp only [Fin.sum_univ_three] at h hn ⊢
      rw [Int.even_iff] at hn ⊢
      rcases Int.units_eq_one_or (s 0) with h0 | h0 <;>
      rcases Int.units_eq_one_or (s 1) with h1 | h1 <;>
      rcases Int.units_eq_one_or (s 2) with h2 | h2 <;>
      simp only [h0, h1, h2, Units.val_neg, Units.val_one, one_mul, neg_mul] <;> omega
    · rw [signedPerm_mulVec, hx]
      push_cast
      ring
  refine ⟨fun h => ?_, key σ s x⟩
  -- the inverse matrix is again a signed permutation
  have h' := key σ.symm (fun j => s (σ.symm j)) _ h
  convert h' using 1
  ext j
  rw [signedPerm_mulVec, signedPerm_mulVec]
  rcases Int.units_eq_one_or (s (σ.symm j)) with e | e <;> simp [e]
```

Secondly, let $p=s_0s_1s_2$. This is not the determinant, which also contains the sign of $\sigma$. Then
$$Rd-p\,d\in L,$$
because its components are $m_i/2$ with $m_i=(s_i-p)/2$, which is $0$ or $-p$. The nonzero $m_i$ belong to the signs equal to $-p$. Their number is even, since three signs with product $p$ contain an even number of $-p$. The Lean proof supplies these same integers $m_i$.

```lean
/-- Up to a lattice vector, a signed permutation multiplies the bond vector by the product of
its three signs. -/
theorem signedPerm_bond (σ : Equiv.Perm (Fin 3)) (s : Fin 3 → ℤˣ) :
    signedPerm σ s *ᵥ bond - (((∏ j, s j : ℤˣ) : ℤ) : ℝ) • bond ∈ fcc := by
  refine ⟨fun i => ((s i : ℤ) - ((∏ j, s j : ℤˣ) : ℤ)) / 2, ?_, fun i => ?_⟩
  · simp only [Fin.sum_univ_three, Fin.prod_univ_three]
    rcases Int.units_eq_one_or (s 0) with h0 | h0 <;>
    rcases Int.units_eq_one_or (s 1) with h1 | h1 <;>
    rcases Int.units_eq_one_or (s 2) with h2 | h2 <;>
    rw [h0, h1, h2] <;> decide
  · simp only [Pi.sub_apply, Pi.smul_apply, smul_eq_mul, signedPerm_mulVec, bond]
    rcases Int.units_eq_one_or (s i) with h | h <;>
    rcases Int.units_eq_one_or (∏ j, s j) with h' | h' <;>
    rw [h, h'] <;> norm_num
```

For a general rotation the first step fails: a turn by 45° about axis 2 sends $(1/2,1/2,0)\in L$ to $(0,1/\sqrt2,0)\notin L$.

## The sign product is $-1$

Physically, $p$ tells whether $R$ maps the tetrahedron of bonds at an atom to itself ($p=1$) or to the inverted tetrahedron found at its neighbours ($p=-1$). Accordingly, $R$ about the atom at the origin is a symmetry exactly when $p=1$.

If $p=1$, then $Rx-d=R(x-d)+(Rd-d)$ with $Rd-d\in L$. So $Rx-d\in L$ exactly when $x-d\in L$, and each sublattice is preserved.

If $p=-1$, then $Rd+d\in L$. Were $R$ a symmetry, the site $d$ would go to a site, so $Rd\in L$ or $Rd-d\in L$. Subtracting from $Rd+d$ gives $d\in L$ or $2d\in L$, hence $2d\in L$ in both cases. But $2d=(1,1,1)/2$ has the odd sum 3. This is `no` in the proof.

```lean
/-- A signed permutation about the atom at the origin is a symmetry of diamond exactly when
the product of its signs is 1. -/
theorem site_symmetry_iff :
    IsSymmetry (fun x => signedPerm σ s *ᵥ x) ↔ ∏ j, s j = 1 := by
  have o := signedPerm_bond σ s
  constructor
  · intro h
    rcases Int.units_eq_one_or (∏ j, s j) with hp | hp
    · exact hp
    exfalso
    have o' : signedPerm σ s *ᵥ bond + bond ∈ fcc := by simpa [hp] using o
    -- twice the bond vector has odd coordinate sum in units of 1/2
    have no : bond + bond ∉ fcc := by
      rintro ⟨n, hn, hx⟩
      have e : ∀ i, n i = 1 := fun i => by
        have h1 := hx i
        simp only [Pi.add_apply, bond] at h1
        have h2 : (n i : ℝ) = 1 := by linarith
        exact_mod_cast h2
      rw [Fin.sum_univ_three, e, e, e] at hn
      exact absurd hn (by decide)
    have hb : bond ∈ diamond := Or.inr (by rw [sub_self]; exact fcc.zero_mem)
    rcases (h bond).2 hb with h1 | h1
    · have h2 : bond ∈ fcc := by simpa using fcc.sub_mem o' h1
      exact no (fcc.add_mem h2 h2)
    · apply no
      convert fcc.sub_mem o' h1 using 1
      abel
  · intro hp x
    have o' : signedPerm σ s *ᵥ bond - bond ∈ fcc := by simpa [hp] using o
    have e : signedPerm σ s *ᵥ x - bond
        = signedPerm σ s *ᵥ (x - bond) + (signedPerm σ s *ᵥ bond - bond) := by
      rw [Matrix.mulVec_sub]
      abel
    change (signedPerm σ s *ᵥ x ∈ fcc ∨ signedPerm σ s *ᵥ x - bond ∈ fcc) ↔ _
    rw [e, add_mem_cancel_right o', signedPerm_mem_fcc, signedPerm_mem_fcc]
    rfl
```

The hypothesis `hp` now fixes the translation: for $p=-1$, the map $x\mapsto Rx+t$ is a symmetry exactly when $t-d\in L$.

A symmetry sends the site $0$ to $t$, so $t\in L$ or $t-d\in L$. In the first case $t$ could be removed, leaving $R$ alone as a symmetry, which was just excluded. Conversely, let $t-d\in L$ and write
$$Rx+t=R(x-d)+(Rd+d)+(t-d).$$
Thus $Rx+t\in L$ exactly when $x-d\in L$, and $Rx+t-d\in L$ exactly when $x\in L$. The sublattices are exchanged, which is the final `or_comm`.

```lean
/-- If the product of the signs is -1, the operation is a symmetry of diamond exactly when its
translation is the bond vector up to a lattice vector. -/
theorem translation_iff (hp : ∏ j, s j = -1) (t : Fin 3 → ℝ) :
    IsSymmetry (fun x => signedPerm σ s *ᵥ x + t) ↔ t - bond ∈ fcc := by
  constructor
  · intro h
    have h0 : t ∈ diamond := by
      have h1 := (h 0).2 (Or.inl fcc.zero_mem)
      simpa using h1
    rcases h0 with ht | ht
    · -- a lattice translation could be dropped, leaving a forbidden site symmetry
      have hs : IsSymmetry (fun x => signedPerm σ s *ᵥ x) := by
        intro x
        rw [← h x]
        change (_ ∈ fcc ∨ _ ∈ fcc) ↔
          (signedPerm σ s *ᵥ x + t ∈ fcc ∨ signedPerm σ s *ᵥ x + t - bond ∈ fcc)
        rw [add_sub_right_comm, add_mem_cancel_right ht, add_mem_cancel_right ht]
      rw [site_symmetry_iff, hp] at hs
      exact absurd hs (by decide)
    · exact ht
  · intro ht x
    have o : signedPerm σ s *ᵥ bond + bond ∈ fcc := by
      simpa [hp] using signedPerm_bond σ s
    -- the two sublattices are exchanged
    have e : signedPerm σ s *ᵥ x + t = signedPerm σ s *ᵥ (x - bond)
        + ((signedPerm σ s *ᵥ bond + bond) + (t - bond)) := by
      rw [Matrix.mulVec_sub]
      abel
    have h1 : signedPerm σ s *ᵥ x + t ∈ fcc ↔ x - bond ∈ fcc := by
      rw [e, add_mem_cancel_right (fcc.add_mem o ht), signedPerm_mem_fcc]
    have h2 : signedPerm σ s *ᵥ x + t - bond ∈ fcc ↔ x ∈ fcc := by
      rw [add_sub_assoc, add_mem_cancel_right ht, signedPerm_mem_fcc]
    exact (or_congr h1 h2).trans or_comm
```

Without `hp` the equivalence fails: the twofold rotation with signs $(-1,-1,1)$ and $\sigma=1$ has $p=1$ and is a symmetry with $t=0$, although $-d\notin L$.

## A cubic axis vector stays fixed

The hypotheses `hσ : σ i = i` and `hs : s i = 1` say that $R$ fixes the unit vector along axis $i$. Together with $p=-1$ they describe fourfold rotations and mirrors normal to a cubic axis.

An operation about a point $c$ has translation $c-Rc$, since $R(x-c)+c=Rx+(c-Rc)$. Along the fixed axis this translation vanishes. A symmetry would need $c-Rc-d\in L$, whose component $i$ reads $-1/4=n_i/2$, or $2n_i=-1$. No integer satisfies this.

```lean
/-- A signed permutation that fixes a cubic axis vector and has sign product -1 is not a
symmetry of diamond about any point. -/
theorem no_center (hp : ∏ j, s j = -1) (i : Fin 3) (hσ : σ i = i) (hs : s i = 1)
    (c : Fin 3 → ℝ) : ¬ IsSymmetry (fun x => signedPerm σ s *ᵥ (x - c) + c) := by
  have e : (fun x => signedPerm σ s *ᵥ (x - c) + c)
      = fun x => signedPerm σ s *ᵥ x + (c - signedPerm σ s *ᵥ c) := by
    funext x
    rw [Matrix.mulVec_sub]
    abel
  rw [e, translation_iff hp]
  rintro ⟨n, -, hx⟩
  -- along the fixed axis the translation vanishes, but it should be an odd multiple of 1/4
  have h := hx i
  simp only [Pi.sub_apply, signedPerm_mulVec, hσ, hs, bond, Units.val_one, Int.cast_one,
    one_mul, sub_self] at h
  have h1 : 2 * (n i : ℝ) = -1 := by linarith
  have h2 : 2 * n i = -1 := by exact_mod_cast h1
  omega
```

Each hypothesis matters:

- Without `hp`, the twofold rotation above has an atom as its centre.
- Without `hs`, inversion has $p=-1$ and $\sigma=1$, yet has the centre $d/2$.
- Without `hσ`, take $R(x_0,x_1,x_2)=(x_1,x_0,-x_2)$, where $s_0=1$ and $p=-1$. For $c=(1/8,-1/8,-1/8)$, $c-Rc-d=(0,-1/2,-1/2)\in L$, so $c$ is a centre.

## One centre for all matrices

In `diamond_nonsymmorphic` the first half lets $t$ depend on $R$: take $t=0$ for $p=1$ and $t=d$ for $p=-1$. The second half asks for one $c$ before $R$ is chosen, and the mirror $\mathrm{diag}(1,1,-1)$ rules it out. Letting $c$ vary with $R$ would not help, because this mirror has no centre at all.

```lean
/-- Diamond is nonsymmorphic: every signed permutation matrix becomes a symmetry with a suitable
translation, yet there is no point about which all of them are symmetries. -/
theorem diamond_nonsymmorphic :
    (∀ σ s, ∃ t, IsSymmetry (fun x => signedPerm σ s *ᵥ x + t)) ∧
      ¬ ∃ c, ∀ σ s, IsSymmetry (fun x => signedPerm σ s *ᵥ (x - c) + c) := by
  constructor
  · intro σ s
    rcases Int.units_eq_one_or (∏ j, s j) with hp | hp
    · exact ⟨0, by simpa using site_symmetry_iff.2 hp⟩
    · exact ⟨bond, (translation_iff hp bond).2 (by rw [sub_self]; exact fcc.zero_mem)⟩
  · -- the mirror normal to the third axis already has no centre
    rintro ⟨c, hc⟩
    exact no_center (σ := 1) (s := ![1, 1, -1]) (by simp [Fin.prod_univ_three]) 0 rfl rfl c
      (hc _ _)
```

No space group is constructed in Lean; "nonsymmorphic" stands here for the absence of a common centre. In a plane-wave calculation for ideal diamond, symmetrising the density over all 48 matrices therefore takes pairs $(R,t)$, with $t\neq0$ for some $R$ whatever the origin, and such a translation multiplies Fourier coefficients by phases.

The fourfold rotation $R(x_0,x_1,x_2)=(-x_1,x_0,x_2)$ shows the effect in numbers. Alone, it sends the atom at $d$ to $(-1/4,1/4,1/4)$, which is no site: it is not in $L$, and subtracting $d$ leaves $(-1/2,0,0)$, with odd sum $-1$. Adding $d$ gives $(0,1/2,1/2)\in L$. The part of $d$ along the axis, $1/4$, is the screw translation. Lean identifies the explicit matrix with a signed permutation and applies `translation_iff` and `no_center`.

```lean
/-- The fourfold rotation about the third cubic axis is a symmetry of diamond when followed by
the translation `bond`, but is not a symmetry about any point. -/
theorem fourfold_screw :
    IsSymmetry (fun x => !![0, -1, 0; 1, 0, 0; 0, 0, 1] *ᵥ x + bond) ∧
      ∀ c, ¬ IsSymmetry (fun x => !![0, -1, 0; 1, 0, 0; 0, 0, 1] *ᵥ (x - c) + c) := by
  have e : (!![0, -1, 0; 1, 0, 0; 0, 0, 1] : Matrix (Fin 3) (Fin 3) ℝ)
      = signedPerm (Equiv.swap 0 1) ![-1, 1, 1] := by
    ext i j
    fin_cases i <;> fin_cases j <;> simp [signedPerm, Equiv.swap_apply_def]
  have hp : ∏ j, (![-1, 1, 1] : Fin 3 → ℤˣ) j = -1 := by simp [Fin.prod_univ_three]
  rw [e]
  exact ⟨(translation_iff hp bond).2 (by rw [sub_self]; exact fcc.zero_mem),
    no_center hp 2 (by decide) rfl⟩
```

Inversion also has $p=-1$, so it is a symmetry with the translation $d$. But $-(x-d/2)+d/2=-x+d$, so here the midpoint of a bond is a centre.

```lean
/-- Inversion through the midpoint of a bond is a symmetry of diamond. -/
theorem inversion_center :
    IsSymmetry (fun x => -(x - (1 / 2 : ℝ) • bond) + (1 / 2 : ℝ) • bond) := by
  have hp : ∏ _j : Fin 3, (-1 : ℤˣ) = -1 := by decide
  have h := (translation_iff (σ := 1) (s := fun _ => -1) hp bond).2
    (by rw [sub_self]; exact fcc.zero_mem)
  have e : (fun x => -(x - (1 / 2 : ℝ) • bond) + (1 / 2 : ℝ) • bond)
      = fun x => signedPerm 1 (fun _ => -1) *ᵥ x + bond := by
    funext x i
    simp only [Pi.add_apply, Pi.neg_apply, Pi.sub_apply, Pi.smul_apply, smul_eq_mul,
      signedPerm_mulVec, Equiv.Perm.one_apply, Units.val_neg, Units.val_one, Int.cast_neg,
      Int.cast_one]
    ring
  rw [e]
  exact h

end

end DiamondNonsymmorphic
```

```lean
#print axioms DiamondNonsymmorphic.diamond_nonsymmorphic
#print axioms DiamondNonsymmorphic.fourfold_screw
#print axioms DiamondNonsymmorphic.inversion_center
```

```
'DiamondNonsymmorphic.diamond_nonsymmorphic' depends on axioms: [propext, Classical.choice, Quot.sound]
'DiamondNonsymmorphic.fourfold_screw' depends on axioms: [propext, Classical.choice, Quot.sound]
'DiamondNonsymmorphic.inversion_center' depends on axioms: [propext, Classical.choice, Quot.sound]
```
